# Sum rules for dual, on-site and full Hubbard occupancies in a non-orthogonal basis

## Physical setting

A DFT+U calculation in atom-centred orbitals builds its Hubbard energy from blocks of an occupancy matrix that belong to the shells on which U acts, and the trace of such a block counts the electrons assigned to that shell. Orbitals on neighbouring atoms overlap, and then such a count depends on how the occupancy matrix is defined.

Let \(\phi_i\) be the basis functions, with \(i\) in a finite index set \(n\), and let \(S_{ij} = \langle\phi_i|\phi_j\rangle\) be the overlap matrix. The one-particle density operator is \(\hat\rho = \sum_{ij} |\phi_i\rangle \rho_{ij} \langle\phi_j|\) with a Hermitian matrix \(\rho\). Its trace is the electron number
\[ N = \sum_{ij} \rho_{ij} S_{ji} = \operatorname{tr}(\rho S). \]
Three occupancy matrices are compared. The on-site matrix is \(\rho\) itself. The full matrix is \(S\rho S\), whose elements are \(\langle\phi_i|\hat\rho|\phi_j\rangle\). The dual matrix is \(D = \tfrac12(\rho S + S\rho)\). The question is which of them distributes exactly \(N\) electrons over the sites, in a finite basis where every function belongs to one site.

## Statement

Let \(\sigma\) be a finite set of sites and let \(\mathrm{site}(i) \in \sigma\) be the site of function \(i\). The site trace of a matrix \(M\) on site \(I\) is
\[ t_I(M) = \sum_{i:\ \mathrm{site}(i) = I} M_{ii}. \]
A scheme obeys the sum rule for a given \(S\) if \(\sum_I t_I(M) = \operatorname{tr}(\rho S)\) for every Hermitian \(\rho\), with \(M\) the occupancy matrix of the scheme.

The theorem `hubbard_sumRules` says that for positive definite \(S\) and any assignment to sites, the dual scheme obeys the sum rule, the on-site scheme obeys it if and only if \(S = 1\), and the full scheme obeys it if and only if \(S = 1\). Here \(1\) is the identity matrix. Two further theorems accompany it. By `dual_siteTrace_real`, every \(t_I(D)\) is real when \(\rho\) and \(S\) are Hermitian. By `full_sumRule_singular`, the matrix \(\operatorname{diag}(1,0)\) is positive semidefinite, differs from \(1\), and obeys the full sum rule.

## Derivation

Each index belongs to exactly one site, so \(\sum_I t_I(M) = \operatorname{tr} M\) for any \(M\). Every sum rule is therefore a statement about a total trace, and the partition drops out.

For the dual matrix, cyclicity of the trace gives
\[ \operatorname{tr} D = \tfrac12\left(\operatorname{tr}\rho S + \operatorname{tr} S\rho\right) = \operatorname{tr}(\rho S) \]
for arbitrary \(\rho\) and \(S\). If both are Hermitian, then \(D^\dagger = \tfrac12(S\rho + \rho S) = D\), so the diagonal elements of \(D\) are real.

The other two schemes rest on one lemma: if \(\operatorname{tr}(\rho A) = 0\) for every Hermitian \(\rho\), then \(A = 0\). The matrices \(A + A^\dagger\) and \(\mathrm{i}(A - A^\dagger)\), with \(\mathrm{i}\) the imaginary unit, are Hermitian. Using each as \(\rho\), and dividing the second equation by \(\mathrm{i}\),
\[ \operatorname{tr}(AA) + \operatorname{tr}(A^\dagger A) = 0, \qquad \operatorname{tr}(AA) - \operatorname{tr}(A^\dagger A) = 0. \]
Half the difference is \(\operatorname{tr}(A^\dagger A) = \sum_{ij}|A_{ij}|^2 = 0\), so every element of \(A\) vanishes.

The on-site rule \(\operatorname{tr}\rho = \operatorname{tr}(\rho S)\) is \(\operatorname{tr}\rho(S - 1) = 0\). The lemma gives \(S = 1\), and the converse is immediate. No property of \(S\) was used.

For the full scheme, \(\operatorname{tr}(S\rho S) = \operatorname{tr}(\rho S^2)\), so the rule is \(\operatorname{tr}\rho(S^2 - S) = 0\). It holds for all Hermitian \(\rho\) exactly when \(S^2 = S\). A positive definite \(S\) is invertible, and cancelling it in \(S \cdot S = S \cdot 1\) gives \(S = 1\). The matrix \(\operatorname{diag}(1,0)\) also satisfies \(S^2 = S\), which shows that semidefiniteness alone does not suffice. As an overlap matrix it describes a second basis function that is identically zero. Normalised functions leave no such exception: with \(S_{ii} = 1\) and \(S\) Hermitian, the diagonal of \(S^2 = S\) reads \(\sum_j |S_{ij}|^2 = 1\), so the off-diagonal elements vanish and \(S = 1\), even if positive definiteness is not assumed. This last remark is not part of the file.

### Small cases

The following numbers illustrate the theorems and are not statements of the file. Take two sites with one normalised function each, indices 0 and 1, and \(S_{01} = S_{10} = s\) real with \(|s| < 1\). Let \(J\) be the \(2\times2\) matrix of ones, so that \(JS = SJ = (1+s)J\). One electron in the normalised orbital \((\phi_0 + \phi_1)/\sqrt{2(1+s)}\) has \(\rho = J/(2(1+s))\). For \(s = \tfrac12\),
\[ \rho = \tfrac13 J, \qquad \rho S = S\rho = \tfrac12 J, \qquad S\rho S = \tfrac34 J. \]
Thus \(N = 1\). The dual occupancies are \(\tfrac12 + \tfrac12 = 1\), the on-site ones \(\tfrac13 + \tfrac13 = \tfrac23\), the full ones \(\tfrac34 + \tfrac34 = \tfrac32\). For general \(s\) the three totals are \(1\), \(1/(1+s)\) and \(1+s\), which meet at \(s = 0\).

With a single basis function, \(S\) is a number \(a > 0\) and \(\rho\) a real number \(r\). Then \(N = ra\), the on-site total is \(r\), the full total is \(ra^2\), and each equals \(N\) for all \(r\) only at \(a = 1\).

To compute the dual occupancies, one can form \(\rho S\), add its conjugate transpose \(S\rho\), halve the result and extract the site blocks. The diagonal of \(D\) summed over all basis functions must reproduce \(N\), which is a necessary condition on the implementation but only a partial test: the unsymmetrised \(\rho S\) has the same trace, and the total does not depend on how functions are assigned to sites.

## What the formal version assumes

Matrices are `Matrix n n ℂ` over a finite index type. The partition is a function `site : n → σ`; `σ` labels sites and has nothing to do with spin, and a site may be empty. The definitions `siteTrace`, `electronNumber`, `dualOcc`, `onsiteOcc` and `fullOcc` are \(t_I(M)\), \(N\) and the three occupancy matrices, with complex values. The basis functions do not appear. The formula \(N = \operatorname{tr}(\rho S)\) is a definition, and `S.PosDef` (Hermitian with \(x^\dagger S x > 0\) for all vectors \(x \neq 0\)) is assumed; physically it stands for linear independence of the \(\phi_i\).

`SumRule` quantifies over all Hermitian \(\rho\), without positivity, bounded occupations or idempotency. Failure of the rule means that some Hermitian \(\rho\) violates it, while particular ones may still satisfy the equation. In the two-site example, \(\rho = \operatorname{diag}(1,0)\) has \(\operatorname{tr}\rho = \operatorname{tr}(\rho S) = 1\) for any \(s\).

The sum runs over the whole basis. When U acts on selected shells only, their traces contain only some of the diagonal elements in the sum, and nothing is claimed about that partial sum. Hubbard energies, potentials and the eigenvalue range of the site blocks are not treated.

## The file

In Lean 4 with Mathlib:

```lean
import Mathlib

open Matrix
open scoped ComplexOrder

namespace HubbardProjectors

noncomputable section

variable {n σ : Type*} [Fintype n] [DecidableEq n] [Fintype σ] [DecidableEq σ]

/-- Trace of `M` over the basis functions that belong to site `I`. -/
def siteTrace (site : n → σ) (M : Matrix n n ℂ) (I : σ) : ℂ :=
  ∑ i ∈ Finset.univ.filter (fun i => site i = I), M i i

/-- Electron number `N = tr(ρ S)` in a basis with overlap matrix `S`. -/
def electronNumber (ρ S : Matrix n n ℂ) : ℂ := trace (ρ * S)

/-- Dual occupancy matrix `(ρ S + S ρ)/2`. -/
def dualOcc (ρ S : Matrix n n ℂ) : Matrix n n ℂ := (1 / 2 : ℂ) • (ρ * S + S * ρ)

/-- On-site occupancy matrix `ρ`, which ignores the overlap. -/
def onsiteOcc (ρ _S : Matrix n n ℂ) : Matrix n n ℂ := ρ

/-- Full occupancy matrix `S ρ S`. -/
def fullOcc (ρ S : Matrix n n ℂ) : Matrix n n ℂ := S * ρ * S

/-- Sum rule for an occupancy scheme: for every Hermitian `ρ` the site traces of the
occupancy matrix add up to `N = tr(ρ S)`. -/
def SumRule (site : n → σ) (occ : Matrix n n ℂ → Matrix n n ℂ → Matrix n n ℂ)
    (S : Matrix n n ℂ) : Prop :=
  ∀ ρ : Matrix n n ℂ, ρ.IsHermitian →
    ∑ I, siteTrace site (occ ρ S) I = electronNumber ρ S

omit [DecidableEq n] in
/-- The site traces of any matrix add up to its trace. -/
theorem sum_siteTrace (site : n → σ) (M : Matrix n n ℂ) :
    ∑ I, siteTrace site M I = trace M := by
  unfold siteTrace
  rw [Finset.sum_fiberwise]
  rfl

omit [DecidableEq n] in
/-- The site traces of the dual matrix add up to `tr(ρ S)` for arbitrary `ρ` and `S`. -/
theorem dual_sum (site : n → σ) (ρ S : Matrix n n ℂ) :
    ∑ I, siteTrace site (dualOcc ρ S) I = electronNumber ρ S := by
  rw [sum_siteTrace, dualOcc, electronNumber, trace_smul, trace_add, trace_mul_comm S ρ,
    smul_eq_mul]
  ring

omit [DecidableEq n] [Fintype σ] in
/-- For Hermitian `ρ` and `S` every dual site occupancy is real. -/
theorem dual_siteTrace_real (site : n → σ) {ρ S : Matrix n n ℂ} (hρ : ρ.IsHermitian)
    (hS : S.IsHermitian) (I : σ) : (siteTrace site (dualOcc ρ S) I).im = 0 := by
  -- the symmetrised product is Hermitian
  have hD : (dualOcc ρ S)ᴴ = dualOcc ρ S := by
    have h2 : star (1 / 2 : ℂ) = 1 / 2 := by simp
    rw [dualOcc, conjTranspose_smul, conjTranspose_add, conjTranspose_mul, conjTranspose_mul,
      hρ.eq, hS.eq, h2, add_comm]
  unfold siteTrace
  rw [Complex.im_sum]
  refine Finset.sum_eq_zero fun i _ => ?_
  have h := congrFun (congrFun hD i) i
  rw [conjTranspose_apply] at h
  exact Complex.conj_eq_iff_im.mp h

omit [DecidableEq n] in
/-- A matrix `A` with `tr(ρ A) = 0` for every Hermitian `ρ` vanishes. -/
theorem eq_zero_of_trace_hermitian {A : Matrix n n ℂ}
    (h : ∀ ρ : Matrix n n ℂ, ρ.IsHermitian → trace (ρ * A) = 0) : A = 0 := by
  -- test with the Hermitian and anti-Hermitian parts of `A`
  have h1 := h (A + Aᴴ) (isHermitian_add_transpose_self A)
  have hI : (Complex.I • (A - Aᴴ)).IsHermitian := by
    have hs : star Complex.I = -Complex.I := Complex.conj_I
    unfold IsHermitian
    rw [conjTranspose_smul, conjTranspose_sub, conjTranspose_conjTranspose, hs, neg_smul,
      ← smul_neg, neg_sub]
  have h2 := h _ hI
  rw [Matrix.add_mul, trace_add] at h1
  rw [Matrix.smul_mul, trace_smul, Matrix.sub_mul, trace_sub, smul_eq_mul] at h2
  have h3 := (mul_eq_zero.mp h2).resolve_left Complex.I_ne_zero
  -- hence the squared Frobenius norm vanishes
  have h4 : trace (Aᴴ * A) = 0 := by linear_combination (1 / 2 : ℂ) * (h1 - h3)
  exact trace_conjTranspose_mul_self_eq_zero_iff.mp h4

/-- The on-site scheme obeys the sum rule exactly when `S = 1`, for any matrix `S`. -/
theorem onsite_sumRule_iff (site : n → σ) (S : Matrix n n ℂ) :
    SumRule site onsiteOcc S ↔ S = 1 := by
  constructor
  · intro h
    have h0 : S - 1 = 0 := by
      refine eq_zero_of_trace_hermitian fun ρ hρ => ?_
      have h1 := h ρ hρ
      rw [sum_siteTrace, onsiteOcc, electronNumber] at h1
      rw [Matrix.mul_sub, Matrix.mul_one, trace_sub, h1, ← h1, sub_self]
    exact sub_eq_zero.mp h0
  · rintro rfl ρ _
    rw [sum_siteTrace, onsiteOcc, electronNumber, Matrix.mul_one]

omit [DecidableEq n] in
/-- The full scheme obeys the sum rule exactly when `S² = S`, for any matrix `S`. -/
theorem full_sumRule_iff_idempotent (site : n → σ) (S : Matrix n n ℂ) :
    SumRule site fullOcc S ↔ S * S = S := by
  -- cyclicity: tr(S ρ S) = tr(ρ S²)
  have cyc : ∀ ρ : Matrix n n ℂ, trace (S * ρ * S) = trace (ρ * (S * S)) := by
    intro ρ
    rw [Matrix.mul_assoc, trace_mul_comm, Matrix.mul_assoc]
  constructor
  · intro h
    have h0 : S * S - S = 0 := by
      refine eq_zero_of_trace_hermitian fun ρ hρ => ?_
      have h1 := h ρ hρ
      rw [sum_siteTrace, fullOcc, electronNumber, cyc] at h1
      rw [Matrix.mul_sub, trace_sub]
      exact sub_eq_zero.mpr h1
    exact sub_eq_zero.mp h0
  · intro h ρ _
    rw [sum_siteTrace, fullOcc, electronNumber, cyc, h]

/-- For a positive definite overlap the full scheme obeys the sum rule exactly when
`S = 1`. -/
theorem full_sumRule_iff (site : n → σ) {S : Matrix n n ℂ} (hS : S.PosDef) :
    SumRule site fullOcc S ↔ S = 1 := by
  rw [full_sumRule_iff_idempotent]
  constructor
  · intro h
    -- cancel the invertible factor `S`
    have hu : IsUnit S := hS.isUnit
    exact hu.mul_left_cancel (by rw [h, mul_one])
  · rintro rfl
    exact mul_one _

/-- For a positive definite overlap `S` and any partition into sites, the dual scheme obeys
the sum rule, while the on-site and the full scheme each obey it if and only if `S = 1`. -/
theorem hubbard_sumRules (site : n → σ) {S : Matrix n n ℂ} (hS : S.PosDef) :
    SumRule site dualOcc S ∧ (SumRule site onsiteOcc S ↔ S = 1) ∧
      (SumRule site fullOcc S ↔ S = 1) :=
  ⟨fun ρ _ => dual_sum site ρ S, onsite_sumRule_iff site S, full_sumRule_iff site hS⟩

/-- The singular overlap matrix `diag(1, 0)`. -/
def singularOverlap : Matrix (Fin 2) (Fin 2) ℂ := !![1, 0; 0, 0]

/-- The matrix `diag(1, 0)` is positive semidefinite, differs from the identity, and obeys
the full sum rule for every partition into sites. -/
theorem full_sumRule_singular (site : Fin 2 → σ) :
    singularOverlap.PosSemidef ∧ singularOverlap ≠ 1 ∧
      SumRule site fullOcc singularOverlap := by
  have hH : singularOverlapᴴ = singularOverlap := by
    ext i j
    fin_cases i <;> fin_cases j <;> simp [singularOverlap, conjTranspose_apply]
  have hP : singularOverlap * singularOverlap = singularOverlap := by
    ext i j
    fin_cases i <;> fin_cases j <;>
      simp [singularOverlap, Matrix.mul_apply, Fin.sum_univ_succ]
  refine ⟨?_, ?_, (full_sumRule_iff_idempotent site _).mpr hP⟩
  · have h := posSemidef_conjTranspose_mul_self singularOverlap
    rwa [hH, hP] at h
  · intro h
    have h1 := congrFun (congrFun h 1) 1
    simp [singularOverlap] at h1

end

end HubbardProjectors
```

```lean
#print axioms HubbardProjectors.dual_siteTrace_real
#print axioms HubbardProjectors.hubbard_sumRules
#print axioms HubbardProjectors.full_sumRule_singular
```

```
'HubbardProjectors.dual_siteTrace_real' depends on axioms: [propext, Classical.choice, Quot.sound]
'HubbardProjectors.hubbard_sumRules' depends on axioms: [propext, Classical.choice, Quot.sound]
'HubbardProjectors.full_sumRule_singular' depends on axioms: [propext, Classical.choice, Quot.sound]
```

## Notes on the proof

`sum_siteTrace` groups the diagonal sum by the value of `site` through `Finset.sum_fiberwise`. Every later sum-rule computation rewrites with it before working on traces. `dual_sum` then uses `trace_mul_comm S ρ` for cyclicity and `ring` for the two halves; it has no Hermiticity hypothesis. In `dual_siteTrace_real`, `hD` is \(D^\dagger = D\), and reading it at the entry \((i,i)\) gives a number equal to its own conjugate.

In `eq_zero_of_trace_hermitian`, `h1` is the first displayed equation of the lemma and `h3` the second, after the factor `Complex.I` has been cancelled. The step `linear_combination (1 / 2 : ℂ) * (h1 - h3)` takes half the difference, and `trace_conjTranspose_mul_self_eq_zero_iff` concludes \(A = 0\).

`onsite_sumRule_iff` applies the lemma to `S - 1`, and `full_sumRule_iff_idempotent` applies it to `S * S - S` after `cyc` has moved the left factor \(S\) round the trace. Both hold for any square \(S\). Positive definiteness enters only in `full_sumRule_iff`, where `hS.isUnit` supplies invertibility and `hu.mul_left_cancel` removes the common factor. `hubbard_sumRules` collects the three parts.

In `full_sumRule_singular`, `hH` and `hP` check entry by entry that `singularOverlap` is Hermitian and idempotent. It then equals its own \(S^\dagger S\), which is positive semidefinite, and its entry at index \((1,1)\) is \(0\) where the identity has \(1\).
